# Rounding fractional coordinates yields a minimum image for every vector exactly when the cell vectors are pairwise orthogonal

## A sixty-degree cell in which rounding misses the nearer image

Two particles sit in a periodic two-dimensional cell, and we want the shortest displacement between one particle and any periodic copy of the other. Let the cell vectors $b_1$ and $b_2$ have length 1 and enclose an angle of $60^\circ$, so that $\langle b_1,b_2\rangle=\tfrac12$. Suppose the displacement is

$$x=\tfrac{5}{12}(b_1+b_2).$$

Its fractional coordinates are both $5/12$. They round to zero, so the rule "subtract the rounded coordinates" leaves $x$ as it is. Compare its length with that of the copy displaced by $-b_1$:

$$\|x\|^2=\tfrac{25}{144}\,(1+1+1)=\tfrac{25}{48},$$

$$\|x-b_1\|^2=\|x\|^2-2\langle x,b_1\rangle+1=\tfrac{25}{48}-\tfrac{5}{4}+1=\tfrac{13}{48}.$$

The other copy is closer, at distance about 0.52 instead of 0.72. The cause is the middle term. Because $b_2$ leans towards $b_1$, the projection of $x$ on $b_1$ is $\tfrac{5}{12}\cdot\tfrac32=\tfrac58$, which is more than half of the edge, although the coordinate along $b_1$ is less than one half. In a rectangular cell the projection would be the coordinate times the edge length, and this could not happen.

## What is claimed for a general cell

Let $b_i$ be the cell vectors, a basis of a real inner-product space with a finite index set. Every vector is $x=\sum_i c_i b_i$ with fractional coordinates $c_i$. A lattice vector is $\sum_i m_i b_i$ with integers $m_i$. Call $x$ a shortest image if $\|x\|\le\|x+\sum_i m_i b_i\|$ for all integers $m_i$. The following three statements are equivalent:

- Every $x$ with $|c_i|<\tfrac12$ for all $i$ is a shortest image.
- For every $x$, subtracting the lattice vector with the rounded coefficients $\operatorname{round}(c_i)$ gives a shortest image.
- $\langle b_i,b_j\rangle=0$ whenever $i\ne j$.

The edges may have different lengths. With a single cell vector the third condition is empty, and rounding works. In a skewed cell the rule fails for at least one displacement, while for many others it may still succeed. The condition concerns the chosen cell vectors and not the lattice alone: a square lattice described by a skewed pair of vectors counts as skewed.

In molecular simulation with periodic boundaries, this says for which cells coordinate rounding alone is a valid minimum-image rule for all displacements, with coordinates taken as exact real numbers. The step from there to a wrong energy in a particular run is separate: a failing displacement must actually occur, and the interaction must differ appreciably between the image chosen by rounding and the nearest one.

## Orthogonal cells: no integer shift helps

If the cell vectors are pairwise orthogonal, the mixed terms vanish and

$$\Big\|\sum_i c_i b_i\Big\|^2=\sum_{i,j}c_ic_j\langle b_i,b_j\rangle=\sum_i c_i^2\|b_i\|^2.$$

A lattice translation replaces $c_i$ by $c_i+m_i$. Each coordinate can therefore be treated separately, and

$$(c_i+m_i)^2-c_i^2=m_i(2c_i+m_i).$$

Let $|c_i|\le\tfrac12$, so that $-1\le 2c_i\le 1$. If $m_i\ge1$, both factors are nonnegative. If $m_i\le-1$, both are nonpositive. If $m_i=0$, the product is zero. No square decreases, and after multiplication by $\|b_i\|^2\ge0$ and summation no length decreases. So every vector with $|c_i|\le\tfrac12$ for all $i$ is a shortest image, including those on the boundary of the box.

## Skewed cells: a diagonal vector that can be shortened

Suppose $\langle b_i,b_j\rangle\ne0$ for some $i\ne j$. Choose $s=\pm1$ so that $g=s\langle b_i,b_j\rangle>0$, and write $N=\|b_i\|^2$. With $u=b_i$ and $v=s\,b_j$ consider $x=t(u+v)$ for a real number $t$. Then $\langle x,u\rangle=t(N+g)$, and

$$\|x-u\|^2-\|x\|^2=N-2t(N+g).$$

Subtracting $u$ shortens $x$ as soon as $N<2t(N+g)$. The value

$$t=\frac{N+g/2}{2(N+g)}$$

satisfies this, because $2t(N+g)=N+g/2>N$. It is positive, and it is smaller than $\tfrac12$ because $N+g/2<N+g$. The coordinates of $x$ are $t$ along $b_i$, $st$ along $b_j$ and zero along all other cell vectors, so $x$ lies inside the box and yet is not a shortest image. For the sixty-degree cell, $N=1$ and $g=\tfrac12$ give $t=5/12$, the value used at the start.

## From the box to the rounding rule

The two calculations together show that the first and third statements are equivalent. For the rounding rule, write the reduced vector as $\sum_i(c_i-\operatorname{round}(c_i))\,b_i$. Its coordinates have absolute value at most $\tfrac12$, so in an orthogonal cell it is a shortest image.

Conversely, suppose rounding always gives a shortest image. If all $|c_i|<\tfrac12$, every coordinate rounds to zero and the rule returns $x$ itself. Hence every vector in the open box is a shortest image, and the cell vectors are pairwise orthogonal.

## The definitions and theorems in Lean

The cell is `b : Module.Basis ι ℝ V`, where the finite type `ι` labels the cell vectors and `V` is the real inner-product space. The letter `b` stands for direct cell vectors here, not for the reciprocal vectors that it often denotes in crystallography. The fractional coordinate $c_i$ of `x` is `b.repr x i`, and `⟪b i, b j⟫_ℝ` is the inner product.

`latticeVector` forms an integer combination of cell vectors. `IsShortestImage` adds an arbitrary lattice vector; since the coefficients run over all integers, subtracting would give the same condition. Its inequality is not strict, so several images may tie for shortest. `roundedImage` is the rounding rule. Lean's `round` sends a half-integer upwards, but the result does not depend on this choice: it is enough that the remainder is at most one half in absolute value, which also makes every coordinate in the open box round to zero.

The two equivalences are `box_shortest_iff_orthogonal` and `rounding_rule_iff_orthogonal`. In both, `Pairwise` restricts the orthogonality condition to distinct labels. The auxiliary results for orthogonal cells use a family `a : ι → V`, which need not be a basis.

```lean
import Mathlib

open scoped InnerProductSpace

namespace MinimumImageRounding

noncomputable section

variable {ι V : Type*} [Fintype ι] [NormedAddCommGroup V] [InnerProductSpace ℝ V]

/-- The lattice translation with integer coefficients `m` along the cell vectors `a`. -/
def latticeVector (a : ι → V) (m : ι → ℤ) : V := ∑ i, (m i : ℝ) • a i

/-- The vector `x` is a shortest image: no lattice translation makes it shorter. -/
def IsShortestImage (a : ι → V) (x : V) : Prop :=
  ∀ m : ι → ℤ, ‖x‖ ≤ ‖x + latticeVector a m‖

/-- The rounding rule: subtract from `x` the lattice vector whose coefficients are the
fractional coordinates of `x` rounded to the nearest integers. -/
def roundedImage (b : Module.Basis ι ℝ V) (x : V) : V :=
  x - latticeVector b (fun i => round (b.repr x i))

/-- For pairwise orthogonal cell vectors, the squared length of a vector is the sum of its
squared coordinates weighted by the squared edge lengths. -/
theorem norm_sq_of_orthogonal (a : ι → V) (h : Pairwise fun i j => ⟪a i, a j⟫_ℝ = 0)
    (c : ι → ℝ) : ‖∑ i, c i • a i‖ ^ 2 = ∑ i, c i ^ 2 * ‖a i‖ ^ 2 := by
  rw [← real_inner_self_eq_norm_sq, sum_inner]
  refine Finset.sum_congr rfl fun i _ => ?_
  -- only the diagonal term survives
  rw [inner_sum, Finset.sum_eq_single i]
  · rw [real_inner_smul_left, real_inner_smul_right, real_inner_self_eq_norm_sq]
    ring
  · intro j _ hj
    have h0 : ⟪a i, a j⟫_ℝ = 0 := h hj.symm
    rw [real_inner_smul_left, real_inner_smul_right, h0]
    ring
  · simp

/-- For pairwise orthogonal cell vectors, a vector with all coordinates of absolute value at
most 1/2 is a shortest image. -/
theorem shortest_of_orthogonal (a : ι → V) (h : Pairwise fun i j => ⟪a i, a j⟫_ℝ = 0)
    (c : ι → ℝ) (hc : ∀ i, |c i| ≤ 1 / 2) : IsShortestImage a (∑ i, c i • a i) := by
  intro m
  have hsum : ∑ i, c i • a i + latticeVector a m = ∑ i, (c i + (m i : ℝ)) • a i := by
    simp only [latticeVector, add_smul, Finset.sum_add_distrib]
  -- an integer shift cannot reduce the square of any single coordinate
  have hcoord : ∀ i, c i ^ 2 ≤ (c i + (m i : ℝ)) ^ 2 := by
    intro i
    obtain ⟨h1, h2⟩ := abs_le.mp (hc i)
    rcases lt_trichotomy (m i) 0 with hm | hm | hm
    · have hm' : (m i : ℝ) ≤ -1 := by exact_mod_cast (by omega : m i ≤ -1)
      nlinarith [mul_nonneg (by linarith : 0 ≤ -(m i : ℝ))
        (by linarith : 0 ≤ -(2 * c i + (m i : ℝ)))]
    · simp [hm]
    · have hm' : (1 : ℝ) ≤ (m i : ℝ) := by exact_mod_cast (by omega : 1 ≤ m i)
      nlinarith [mul_nonneg (by linarith : 0 ≤ (m i : ℝ))
        (by linarith : 0 ≤ 2 * c i + (m i : ℝ))]
  rw [hsum]
  refine (sq_le_sq₀ (norm_nonneg _) (norm_nonneg _)).mp ?_
  rw [norm_sq_of_orthogonal a h c, norm_sq_of_orthogonal a h (fun i => c i + (m i : ℝ))]
  exact Finset.sum_le_sum fun i _ => mul_le_mul_of_nonneg_right (hcoord i) (sq_nonneg _)

/-- Subtracting `u` shortens the diagonal vector `t (u + v)` as soon as
`‖u‖² < 2 t (‖u‖² + ⟪u, v⟫)`. -/
theorem diagonal_shortened (u v : V) (t : ℝ)
    (h : ‖u‖ ^ 2 < 2 * t * (‖u‖ ^ 2 + ⟪u, v⟫_ℝ)) :
    ‖t • (u + v) - u‖ < ‖t • (u + v)‖ := by
  have hin : ⟪t • (u + v), u⟫_ℝ = t * (‖u‖ ^ 2 + ⟪u, v⟫_ℝ) := by
    rw [real_inner_smul_left, inner_add_left, real_inner_self_eq_norm_sq, real_inner_comm u v]
  refine (sq_lt_sq₀ (norm_nonneg _) (norm_nonneg _)).mp ?_
  rw [norm_sub_sq_real, hin]
  linarith

omit [Fintype ι] in
/-- If two different cell vectors are not orthogonal, some vector with all fractional
coordinates below 1/2 in absolute value becomes shorter when the first of them is subtracted. -/
theorem exists_shortened_of_skew (b : Module.Basis ι ℝ V) {i j : ι} (hij : i ≠ j)
    (h : ⟪b i, b j⟫_ℝ ≠ 0) :
    ∃ x : V, (∀ k, |b.repr x k| < 1 / 2) ∧ ‖x - b i‖ < ‖x‖ := by
  classical
  -- choose the sign that makes the overlap positive
  obtain ⟨s, hs, hpos⟩ : ∃ s : ℝ, |s| = 1 ∧ 0 < s * ⟪b i, b j⟫_ℝ := by
    rcases lt_or_gt_of_ne h with h' | h'
    · exact ⟨-1, by simp, by linarith⟩
    · exact ⟨1, by simp, by linarith⟩
  -- a suitable fraction below 1/2 exists
  have key : ∀ N g : ℝ, 0 ≤ N → 0 < g → ∃ t : ℝ, |t| < 1 / 2 ∧ N < 2 * t * (N + g) := by
    intro N g hN hg
    have hD : 0 < N + g := by linarith
    have hne : N + g ≠ 0 := hD.ne'
    refine ⟨(N + g / 2) / (2 * (N + g)), ?_, ?_⟩
    · rw [abs_of_pos (by positivity), div_lt_div_iff₀ (by positivity) (by norm_num)]
      linarith
    · have e : (N + g / 2) / (2 * (N + g)) * (2 * (N + g)) = N + g / 2 := by
        field_simp
      calc N < N + g / 2 := by linarith
        _ = (N + g / 2) / (2 * (N + g)) * (2 * (N + g)) := e.symm
        _ = 2 * ((N + g / 2) / (2 * (N + g))) * (N + g) := by ring
  obtain ⟨t, ht, hlt⟩ := key (‖b i‖ ^ 2) _ (sq_nonneg _) hpos
  refine ⟨t • (b i + s • b j), fun k => ?_, diagonal_shortened _ _ _ ?_⟩
  · have hx : b.repr (t • (b i + s • b j)) k
        = t * ((if i = k then 1 else 0) + s * (if j = k then 1 else 0)) := by
      simp only [map_smul, map_add, Module.Basis.repr_self, Finsupp.smul_apply,
        Finsupp.add_apply, Finsupp.single_apply, smul_eq_mul]
    rw [hx]
    split_ifs with h1 h2 h2
    · exact absurd (h1.trans h2.symm) hij
    · simpa using ht
    · simpa [abs_mul, hs] using ht
    · norm_num
  · rw [real_inner_smul_right]
    exact hlt

/-- Every vector with all fractional coordinates below 1/2 in absolute value is a shortest
image if and only if the cell vectors are pairwise orthogonal. -/
theorem box_shortest_iff_orthogonal (b : Module.Basis ι ℝ V) :
    (∀ x : V, (∀ i, |b.repr x i| < 1 / 2) → IsShortestImage b x) ↔
      Pairwise fun i j => ⟪b i, b j⟫_ℝ = 0 := by
  classical
  constructor
  · intro H i j hij
    show ⟪b i, b j⟫_ℝ = 0
    by_contra h
    obtain ⟨x, hx, hlt⟩ := exists_shortened_of_skew b hij h
    -- the translation by minus the i-th cell vector contradicts minimality
    have hm : latticeVector b (fun k => if k = i then -1 else 0) = -b i := by
      simp [latticeVector, ite_smul]
    have hle := H x hx (fun k => if k = i then -1 else 0)
    rw [hm, ← sub_eq_add_neg] at hle
    exact not_lt_of_ge hle hlt
  · intro h x hx
    have hmin := shortest_of_orthogonal b h (b.repr x) (fun i => (hx i).le)
    rwa [b.sum_repr] at hmin

/-- Rounding fractional coordinates turns every vector into a shortest image if and only if
the cell vectors are pairwise orthogonal. -/
theorem rounding_rule_iff_orthogonal (b : Module.Basis ι ℝ V) :
    (∀ x : V, IsShortestImage b (roundedImage b x)) ↔
      Pairwise fun i j => ⟪b i, b j⟫_ℝ = 0 := by
  constructor
  · intro H
    rw [← box_shortest_iff_orthogonal]
    intro x hx
    -- inside the open box all coordinates round to zero
    have hr : ∀ i, round (b.repr x i) = 0 := by
      intro i
      obtain ⟨h1, h2⟩ := abs_lt.mp (hx i)
      rw [round_eq, Int.floor_eq_iff]
      constructor <;> push_cast <;> linarith
    have hx' := H x
    simpa [roundedImage, latticeVector, hr] using hx'
  · intro h x
    have e : roundedImage b x
        = ∑ i, (b.repr x i - (round (b.repr x i) : ℝ)) • b i := by
      simp only [roundedImage, latticeVector, sub_smul, Finset.sum_sub_distrib, b.sum_repr]
    rw [e]
    exact shortest_of_orthogonal b h _ (fun i => abs_sub_round (b.repr x i))

end

end MinimumImageRounding
```

```lean
#print axioms MinimumImageRounding.rounding_rule_iff_orthogonal
-- 'MinimumImageRounding.rounding_rule_iff_orthogonal' depends on axioms: [propext, Classical.choice, Quot.sound]
```

## Squared lengths and integer shifts in the proof

`norm_sq_of_orthogonal` expands the squared norm as a double sum. `Finset.sum_eq_single i` keeps only the diagonal term of the inner sum, and the orthogonality hypothesis removes the others.

`shortest_of_orthogonal` first rewrites the translated vector with coefficients $c_i+m_i$. The inequality `hcoord` is the statement about a single coordinate. Its three cases are the signs of $m_i$, and the products supplied to `nlinarith` are the two forms of $m_i(2c_i+m_i)\ge0$ found above. The lemma `sq_le_sq₀` turns the comparison of norms into one of squares, and `Finset.sum_le_sum` adds up the coordinate inequalities with their weights.

## The counterexample in the proof

`diagonal_shortened` holds for any two vectors `u` and `v`. It computes $\langle t(u+v),u\rangle$ in `hin`, expands $\|x-u\|^2$ with `norm_sub_sq_real`, and leaves a linear inequality.

`exists_shortened_of_skew` supplies the particular vector. It obtains the sign `s` by asking whether the overlap is negative or positive. The step `key` then produces the fraction $t$ given above and checks both of its properties. To confirm that the vector lies in the box, `hx` writes out its `k`-th coordinate, and `split_ifs` separates the possibilities: `k` cannot equal both `i` and `j`, the coordinate has absolute value $|t|$ if `k` equals one of them, and it is zero otherwise.

## Assembling the two equivalences

In `box_shortest_iff_orthogonal`, the forward direction assumes a nonzero overlap and takes the vector just constructed. The integer coefficients that are $-1$ at `i` and zero elsewhere give the lattice vector $-b_i$, as `hm` records. The assumed minimality then says $\|x\|\le\|x-b_i\|$, which contradicts the strict inequality in the other direction. The backward direction applies `shortest_of_orthogonal` to the coordinates of `x` and uses `b.sum_repr` to recover `x` from them.

In `rounding_rule_iff_orthogonal`, the forward direction reduces to the box statement. There `hr` shows that all coordinates in the open box round to zero, so that `roundedImage b x` simplifies to `x`. For the backward direction, `e` expresses the reduced vector through the remainders $c_i-\operatorname{round}(c_i)$, and `abs_sub_round` bounds each of them by one half. This is where the closed box is needed, because a coordinate exactly halfway between two integers leaves a remainder of absolute value $\tfrac12$.
